# Odd-order perturbation energies of a simple level vanish when a symmetry of $H_0$ reverses $V$

A perturbation series can be defined by differentiating an eigenvalue of $H_0+\lambda V$ or by solving equations order by order. Here it is the second: `RSSeries H0 V N E p` says that the energies $E_k$ and real vectors $p_k$ satisfy, for $k<N$,

$$H_0p_{k+1}+Vp_k=\sum_{j=0}^{k+1}E_j\,p_{k+1-j},\qquad p_0\cdot p_{k+1}=0,$$

with $H_0p_0=E_0p_0$ and $p_0\cdot p_0=1$. The matrices are real and finite, the series is assumed to be given, and convergence plays no role.

In Lean 4 with Mathlib:

```lean
import Mathlib

open Matrix Finset

namespace OddOrderEnergies

variable {n : Type*} [Fintype n] [DecidableEq n]

/-- Rayleigh–Schrödinger energies `E k` and real state corrections `p k` of `H0 + λV`
through order `N`, with unit reference state `p 0` and intermediate normalization. -/
structure RSSeries (H0 V : Matrix n n ℝ) (N : ℕ) (E : ℕ → ℝ) (p : ℕ → n → ℝ) : Prop where
  unit : p 0 ⬝ᵥ p 0 = 1
  zeroth : H0 *ᵥ p 0 = E 0 • p 0
  order : ∀ k < N, H0 *ᵥ p (k + 1) + V *ᵥ p k = ∑ j ∈ range (k + 2), E j • p (k + 1 - j)
  inter : ∀ k < N, p 0 ⬝ᵥ p (k + 1) = 0
```

## Overlaps and the energy formula

Let $S$ be orthogonal, $S^{T}S=1$. Then $(Sx)\cdot(Sy)=x\cdot S^{T}Sy=x\cdot y$.

```lean
variable {H0 V S : Matrix n n ℝ} {N : ℕ} {E : ℕ → ℝ} {p : ℕ → n → ℝ}

/-- An orthogonal matrix preserves overlaps. -/
theorem overlap_preserved (hS : Sᵀ * S = 1) (x y : n → ℝ) :
    (S *ᵥ x) ⬝ᵥ (S *ᵥ y) = x ⬝ᵥ y := by
  rw [Matrix.dotProduct_mulVec, ← Matrix.vecMul_transpose, Matrix.vecMul_vecMul, hS,
    Matrix.vecMul_one]
```

Now project the equation of order $k+1$ on $p_0$. Since $H_0$ is symmetric, $p_0\cdot H_0p_{k+1}=E_0\,p_0\cdot p_{k+1}=0$. On the right only $j=k+1$ survives (`hz` removes the other terms), so

$$E_{k+1}=p_0\cdot Vp_k .$$

```lean
omit [DecidableEq n] in
/-- For symmetric `H0`, the energy of order `k + 1` is the matrix element of `V` between
the reference state and the state correction of order `k`. -/
theorem energy_eq (hH : H0ᵀ = H0) (h : RSSeries H0 V N E p) {k : ℕ} (hk : k < N) :
    E (k + 1) = p 0 ⬝ᵥ (V *ᵥ p k) := by
  have hz : ∀ m ≤ k + 1, p 0 ⬝ᵥ (∑ j ∈ range m, E j • p (k + 1 - j)) = 0 := by
    intro m
    induction m with
    | zero => intro _; simp
    | succ m ih =>
      intro hm
      rw [sum_range_succ, dotProduct_add, ih (by omega), dotProduct_smul,
        show k + 1 - m = (k - m) + 1 by omega, h.inter (k - m) (by omega)]
      simp
  have h0 : p 0 ⬝ᵥ (H0 *ᵥ p (k + 1)) = 0 := by
    rw [Matrix.dotProduct_mulVec, ← hH, Matrix.vecMul_transpose, h.zeroth,
      smul_dotProduct, h.inter k hk, smul_zero]
  -- project the equation of order k + 1 on the reference state
  have h1 : p 0 ⬝ᵥ (H0 *ᵥ p (k + 1) + V *ᵥ p k) =
      p 0 ⬝ᵥ (∑ j ∈ range (k + 2), E j • p (k + 1 - j)) := by rw [h.order k hk]
  rw [sum_range_succ, dotProduct_add, dotProduct_add, hz _ le_rfl, h0, dotProduct_smul,
    Nat.sub_self, h.unit, smul_eq_mul] at h1
  linarith
```

## Parity of states and energies

Suppose $SV=-VS$. If $Sx=sx$, then $SVx=-VSx=-s\,Vx$. The matrix $V$ need not be symmetric.

```lean
omit [DecidableEq n] in
/-- If `S` anticommutes with `V`, then `V` reverses the `S`-parity of a state. -/
theorem parity_flip (hV : S * V = -(V * S)) {x : n → ℝ} {s : ℝ} (hx : S *ᵥ x = s • x) :
    S *ᵥ (V *ᵥ x) = (-s) • (V *ᵥ x) := by
  rw [Matrix.mulVec_mulVec, hV, Matrix.neg_mulVec, ← Matrix.mulVec_mulVec, hx,
    Matrix.mulVec_smul, neg_smul]
```

If $Sp_0=cp_0$ with $c^2=1$, and $Sp_k=c(-1)^kp_k$, then

$$E_{k+1}=(Sp_0)\cdot(SVp_k)=-c^2(-1)^k\,p_0\cdot Vp_k=(-1)^{k+1}E_{k+1}.$$

```lean
/-- Let `H0` be symmetric and `S` orthogonal and anticommuting with `V`. If the reference state
has parity `c = ±1` and the correction of order `k` has parity `c (-1)^k`, then the energy of
order `k + 1` equals `(-1)^(k+1)` times itself. -/
theorem energy_parity (hH : H0ᵀ = H0) (h : RSSeries H0 V N E p) (hS : Sᵀ * S = 1)
    (hV : S * V = -(V * S)) {c : ℝ} (hcc : c * c = 1) (hc : S *ᵥ p 0 = c • p 0)
    {k : ℕ} (hk : k < N) (hp : S *ᵥ p k = (c * (-1) ^ k) • p k) :
    E (k + 1) = (-1) ^ (k + 1) * E (k + 1) := by
  have h1 := overlap_preserved hS (p 0) (V *ᵥ p k)
  rw [hc, parity_flip hV hp, smul_dotProduct, dotProduct_smul, ← energy_eq hH h hk,
    smul_eq_mul, smul_eq_mul] at h1
  linear_combination -h1 + (-1) ^ (k + 1) * E (k + 1) * hcc
```

These parities follow if $S$ also commutes with $H_0$ and $E_0$ is simple, which `simple` expresses as: every solution of $H_0x=E_0x$ is a multiple of $p_0$. Physically, the reference level is nondegenerate. As $Sp_0$ is such a solution, $Sp_0=cp_0$, and preservation of the norm gives $c^2=1$.

For order $k+1$, put $\sigma=c(-1)^{k+1}$ and $T=\sum_{j=0}^{k}E_{j+1}p_{k-j}$, so that

$$H_0p_{k+1}=T+E_0p_{k+1}-Vp_k .$$

Each term of $T$ has parity $\sigma$, because $c(-1)^{k-j}E_{j+1}=c(-1)^{k-j}(-1)^{j+1}E_{j+1}=\sigma E_{j+1}$. So has $Vp_k$. The difference $d=Sp_{k+1}-\sigma p_{k+1}$ therefore satisfies $H_0d=E_0d$, hence $d=ap_0$. Since $p_0\cdot Sp_{k+1}=c\,(Sp_0)\cdot(Sp_{k+1})=c\,p_0\cdot p_{k+1}=0$, we get $a=p_0\cdot d=0$.

The induction is `Nat.strong_induction_on`, because $T$ contains every earlier correction and not just the last. Its hypothesis `ih` supplies the parity of any lower order. The energies are not part of the induction statement: `energy_parity` recovers their signs from `ih` where they are needed.

```lean
/-- Let `H0` be symmetric with simple eigenvalue `E 0`, and let the orthogonal `S` commute with
`H0` and anticommute with `V`. Then the state corrections alternate in `S`-parity. -/
theorem state_parity (hH : H0ᵀ = H0) (h : RSSeries H0 V N E p)
    (simple : ∀ x, H0 *ᵥ x = E 0 • x → ∃ a : ℝ, x = a • p 0)
    (hS : Sᵀ * S = 1) (hSH : S * H0 = H0 * S) (hV : S * V = -(V * S)) :
    ∃ c : ℝ, c * c = 1 ∧ ∀ k ≤ N, S *ᵥ p k = (c * (-1) ^ k) • p k := by
  obtain ⟨c, hc⟩ := simple (S *ᵥ p 0) (by
    rw [Matrix.mulVec_mulVec, ← hSH, ← Matrix.mulVec_mulVec, h.zeroth, Matrix.mulVec_smul])
  have hcc : c * c = 1 := by
    have h1 := overlap_preserved hS (p 0) (p 0)
    rw [hc, smul_dotProduct, dotProduct_smul, h.unit] at h1
    simpa using h1
  refine ⟨c, hcc, fun k => ?_⟩
  induction k using Nat.strong_induction_on with
  | _ k ih =>
  intro hk
  cases k with
  | zero => simpa using hc
  | succ k =>
    obtain ⟨T, hT⟩ : ∃ T, T = ∑ j ∈ range (k + 1), E (j + 1) • p (k + 1 - (j + 1)) := ⟨_, rfl⟩
    have hp : H0 *ᵥ p (k + 1) = T + E 0 • p (k + 1) - V *ᵥ p k := by
      have h1 := h.order k (by omega)
      rw [sum_range_succ', ← hT] at h1
      exact eq_sub_of_add_eq h1
    -- the lower-order terms have the parity expected at order k + 1
    have hST : S *ᵥ T = (c * (-1) ^ (k + 1)) • T := by
      rw [hT, ← Matrix.mulVecLin_apply, map_sum, smul_sum]
      refine sum_congr rfl fun j hj => ?_
      have hj' := mem_range.mp hj
      have he := energy_parity hH h hS hV hcc hc (k := j) (by omega) (ih j hj' (by omega))
      have hpow : (-1 : ℝ) ^ (k + 1) = (-1) ^ (k + 1 - (j + 1)) * (-1) ^ (j + 1) := by
        rw [← pow_add]; congr 1; omega
      rw [Matrix.mulVecLin_apply, Matrix.mulVec_smul, ih _ (by omega) (by omega),
        smul_smul, smul_smul, hpow]
      congr 1
      linear_combination (c * (-1) ^ (k + 1 - (j + 1))) * he
    have hd : H0 *ᵥ (S *ᵥ p (k + 1) - (c * (-1) ^ (k + 1)) • p (k + 1)) =
        E 0 • (S *ᵥ p (k + 1) - (c * (-1) ^ (k + 1)) • p (k + 1)) := by
      rw [Matrix.mulVec_sub, Matrix.mulVec_smul, Matrix.mulVec_mulVec, ← hSH,
        ← Matrix.mulVec_mulVec, hp, Matrix.mulVec_sub, Matrix.mulVec_add, Matrix.mulVec_smul,
        hST, parity_flip hV (ih k (by omega) (by omega))]
      module
    -- simplicity and intermediate normalization leave no room for a difference
    obtain ⟨a, ha⟩ := simple _ hd
    have h2 := overlap_preserved hS (p 0) (p (k + 1))
    rw [hc, smul_dotProduct, h.inter k (by omega), smul_eq_mul] at h2
    have h3 : p 0 ⬝ᵥ (S *ᵥ p (k + 1)) = 0 := by
      linear_combination c * h2 - (p 0 ⬝ᵥ (S *ᵥ p (k + 1))) * hcc
    have h4 := congrArg (fun v => p 0 ⬝ᵥ v) ha
    simp only [dotProduct_sub, dotProduct_smul, h3, h.inter k (by omega), h.unit,
      smul_eq_mul, mul_zero, sub_zero, mul_one] at h4
    rw [← h4, zero_smul] at ha
    exact sub_eq_zero.mp ha
```

For odd $k$ the parity relation reads $E_k=-E_k$, so $E_k=0$.

```lean
/-- Let `H0` be symmetric with simple eigenvalue `E 0`, and let the orthogonal `S` commute with
`H0` and anticommute with `V`. Then every odd-order energy of the series vanishes. -/
theorem odd_energy_zero (hH : H0ᵀ = H0) (h : RSSeries H0 V N E p)
    (simple : ∀ x, H0 *ᵥ x = E 0 • x → ∃ a : ℝ, x = a • p 0)
    (hS : Sᵀ * S = 1) (hSH : S * H0 = H0 * S) (hV : S * V = -(V * S))
    {k : ℕ} (hk : k ≤ N) (hodd : Odd k) : E k = 0 := by
  obtain ⟨c, hcc, hp⟩ := state_parity hH h simple hS hSH hV
  obtain ⟨m, rfl⟩ := hodd
  have h1 := energy_parity hH h hS hV hcc (by simpa using hp 0 (Nat.zero_le _))
    (k := 2 * m) (by omega) (hp _ (by omega))
  rw [Odd.neg_one_pow ⟨m, rfl⟩] at h1
  linarith
```

Through third order, this leaves only $E_0$ and $E_2$.

```lean
/-- Let `H0` be symmetric with simple eigenvalue `E 0`, and let the orthogonal `S` commute with
`H0` and anticommute with `V`. Then the first- and third-order energies vanish. -/
theorem first_third_energy_zero (hH : H0ᵀ = H0) (h : RSSeries H0 V 3 E p)
    (simple : ∀ x, H0 *ᵥ x = E 0 • x → ∃ a : ℝ, x = a • p 0)
    (hS : Sᵀ * S = 1) (hSH : S * H0 = H0 * S) (hV : S * V = -(V * S)) :
    E 1 = 0 ∧ E 3 = 0 :=
  ⟨odd_energy_zero hH h simple hS hSH hV (by norm_num) (by decide),
    odd_energy_zero hH h simple hS hSH hV le_rfl (by decide)⟩
```

Simplicity matters: for $H_0=0$, $V=\mathrm{diag}(1,-1)$, $S$ the swap and $p_0=(1,0)$, the first-order energy is $1$.

## The half-filled Hubbard dimer

Take one electron of each spin on two sites, with basis order (up site, down site) $=11,12,21,22$. The unperturbed matrix is the hopping.

```lean
/-- Hopping matrix of the half-filled Hubbard dimer with one electron of each spin and unit
hopping. -/
def dimerH : Matrix (Fin 4) (Fin 4) ℝ :=
  !![0, -1, -1, 0; -1, 0, 0, -1; -1, 0, 0, -1; 0, -1, -1, 0]
```

The perturbation is $U\sum(n_\uparrow-\tfrac12)(n_\downarrow-\tfrac12)$ at $U=8$: in total $+4$ when the two electrons share a site and $-4$ when they are on different sites.

```lean
/-- Repulsion `U ∑ (n↑ - 1/2)(n↓ - 1/2)` of the half-filled dimer at `U = 8`. -/
def dimerV : Matrix (Fin 4) (Fin 4) ℝ := !![4, 0, 0, 0; 0, -4, 0, 0; 0, 0, -4, 0; 0, 0, 0, 4]
```

Moving the down electron to the other site exchanges these two cases. In this sector it is the particle–hole map of the down spins, up to an overall sign.

```lean
/-- The map that moves the down-spin electron of the dimer to the other site. -/
def dimerS : Matrix (Fin 4) (Fin 4) ℝ := !![0, 1, 0, 0; 1, 0, 0, 0; 0, 0, 0, 1; 0, 0, 1, 0]
```

The coefficients $E_0,\dots,E_3$ are $-2,0,-4,0$. Their sum is not an estimate of the energy at $U=8$: the exact ground-state energy of $H_0+\lambda V$ is $-2\sqrt{1+4\lambda^2}$, whose power series diverges at $\lambda=1$.

```lean
/-- Energies of the dimer through third order. -/
def dimerE : ℕ → ℝ
  | 0 => -2
  | 2 => -4
  | _ => 0
```

The corrections are $p_1=\tfrac12(-1,1,1,-1)$, $p_2=0$ and $p_3=-p_1$.

```lean
/-- Reference state and state corrections of the dimer through third order. -/
noncomputable def dimerP : ℕ → Fin 4 → ℝ
  | 0 => ![1 / 2, 1 / 2, 1 / 2, 1 / 2]
  | 1 => ![-1 / 2, 1 / 2, 1 / 2, -1 / 2]
  | 3 => ![1 / 2, -1 / 2, -1 / 2, 1 / 2]
  | _ => 0
```

A third-order calculation commonly evaluates $E_3=p_1\cdot(V-E_1)p_1$. Here that is $1-1-1+1=0$, and $S$ pairs the cancelling terms. With the repulsion written as $Un_\uparrow n_\downarrow$, the constant shift makes $E_1=4$ and leaves $E_3=0$.

The last theorem checks every hypothesis for this dimer. Simplicity comes from the four components of $H_0x=-2x$, which force equal amplitudes. For a larger half-filled bipartite cluster with a nondegenerate hopping ground state, the particle–hole map of the down spins, with a sign change on one sublattice, plays the role of $S$, and third order again adds nothing to the correlation energy. The matrix of that map is not constructed here.

```lean
/-- The half-filled Hubbard dimer meets all hypotheses of `first_third_energy_zero`. -/
theorem first_third_energy_zero_witness :
    dimerHᵀ = dimerH ∧ RSSeries dimerH dimerV 3 dimerE dimerP ∧
    (∀ x, dimerH *ᵥ x = dimerE 0 • x → ∃ a : ℝ, x = a • dimerP 0) ∧
    dimerSᵀ * dimerS = 1 ∧ dimerS * dimerH = dimerH * dimerS ∧
    dimerS * dimerV = -(dimerV * dimerS) := by
  refine ⟨?_, ⟨?_, ?_, ?_, ?_⟩, ?_, ?_, ?_, ?_⟩
  · ext i j; fin_cases i <;> fin_cases j <;> simp [dimerH]
  · simp [dimerP, dotProduct, Fin.sum_univ_succ]
    norm_num
  · ext i; fin_cases i <;>
      simp [dimerH, dimerE, dimerP, Matrix.mulVec, dotProduct, Fin.sum_univ_succ] <;> norm_num
  · intro k hk
    interval_cases k <;> ext i <;> fin_cases i <;>
      simp [dimerH, dimerV, dimerE, dimerP, sum_range_succ] <;> norm_num
  · intro k hk
    interval_cases k <;> simp [dimerP, dotProduct, Fin.sum_univ_succ] <;> norm_num
  · -- the four components of the eigenvalue equation force equal amplitudes
    intro x hx
    have h0 := congrFun hx 0
    have h1 := congrFun hx 1
    have h2 := congrFun hx 2
    have h3 := congrFun hx 3
    simp [dimerH, dimerE, Matrix.mulVec, dotProduct, Fin.sum_univ_four] at h0 h1 h2 h3
    refine ⟨2 * x 0, ?_⟩
    ext i
    fin_cases i <;> simp [dimerP] <;> linarith
  all_goals
    ext i j
    fin_cases i <;> fin_cases j <;>
      simp [dimerS, dimerH, dimerV, Matrix.mul_apply, Fin.sum_univ_succ]

end OddOrderEnergies
```

```lean
#print axioms OddOrderEnergies.odd_energy_zero
#print axioms OddOrderEnergies.first_third_energy_zero
```

```
'OddOrderEnergies.odd_energy_zero' depends on axioms: [propext, Classical.choice, Quot.sound]
'OddOrderEnergies.first_third_energy_zero' depends on axioms: [propext, Classical.choice, Quot.sound]
```
